# A second-order error bound for one-dimensional double-grid projector sums with linear interpolation

## The two grids and the weights

The nonlocal part of a norm-conserving pseudopotential in separable form needs the overlap of a projector p, centred on an atom at R, with an orbital ψ. The double-grid method of Ono and Hirose is meant for a projector that varies quickly and an orbital that varies slowly: the overlap is summed on a fine grid, while the orbital is stored only on a coarse one and interpolated in between. The notation, in one dimension, is:

- x_i = ih, for i = 0, …, N, are the coarse points, with spacing h.
- y_j are finitely many fine points, each with quadrature weight h'. The prime on h' is not a derivative; on ψ' and ψ'' it is.
- b_j are the projector values at the fine points. No conjugation is applied in the sums, so b_j stands for p(y_j − R)*.
- I is the linear-interpolation matrix, not the identity, with I_ji = max(0, 1 − |y_j/h − i|).
- w = (h'/h) Iᵀ b are the Ono-Hirose weights on the coarse grid.

In Lean the fine points are labelled by a finite type `ι` and the coarse points by `Fin (N + 1)`. The grid has two ends and does not wrap around.

```lean
import Mathlib

open Matrix Set

namespace OnoHiroseDoubleGrid

noncomputable section

variable {ι : Type*} {N : ℕ} {h t M : ℝ}

/-- The hat function of unit half-width centred at the origin. -/
def hat (s : ℝ) : ℝ := max 0 (1 - |s|)

/-- The linear-interpolation matrix from the coarse points `i h`, `i = 0, …, N`, to the
fine points `y j`, for spacing `h ≠ 0`. -/
def interpMatrix (N : ℕ) (h : ℝ) (y : ι → ℝ) : Matrix ι (Fin (N + 1)) ℂ :=
  Matrix.of fun j i => ((hat (y j / h - ((i : ℕ) : ℝ)) : ℝ) : ℂ)

/-- The values of an orbital at the coarse points `i h`. -/
def gridValues (N : ℕ) (h : ℝ) (ψ : ℝ → ℂ) : Fin (N + 1) → ℂ :=
  fun i => ψ (((i : ℕ) : ℝ) * h)

/-- The Ono-Hirose weights `w = (h'/h) Iᵀ b` on the coarse grid, for spacing `h ≠ 0`. -/
def weights [Fintype ι] (N : ℕ) (h h' : ℝ) (y : ι → ℝ) (b : ι → ℂ) : Fin (N + 1) → ℂ :=
  ((h' : ℂ) / (h : ℂ)) • ((interpMatrix N h y)ᵀ *ᵥ b)
```

The main theorem, `double_grid_error`, says that if h > 0, h' ≥ 0, every y_j lies in [0, Nh], and ψ is twice differentiable there with |ψ''| ≤ M, then

|h Σ_i w_i ψ(x_i) − h' Σ_j b_j ψ(y_j)| ≤ (h²M/8) h' Σ_j |b_j|.

In a real-space calculation with the double-grid method, a bound of this kind limits the part of the overlap error that comes from interpolating the orbital; here it holds for one dimension and linear interpolation. The step left to the user is from the fine-grid sum to the true overlap integral, which depends on how well the fine grid resolves the projector.

## Positive coarse spacing h

The spacing sets the length of a cell. Write a fine point in cell k as y = (k + t)h with 0 ≤ t ≤ 1. The hat function gives 1 − t for i = k and t for i = k + 1. Every other i is at least one unit away from y/h and gives 0. The interpolated orbital is therefore the chord value

(1 − t)ψ(kh) + tψ((k + 1)h).

`interp_apply` proves this by reducing the sum over i to two terms and checking that the rest vanish.

```lean
/-- At a fine point a fraction `t` of the way through the coarse cell `k`, the interpolation
matrix returns the chord value between the two ends of the cell. -/
theorem interp_apply (hh : 0 < h) (y : ι → ℝ) (j : ι) (k : ℕ) (hk : k < N)
    (ht0 : 0 ≤ t) (ht1 : t ≤ 1) (hy : y j = (k + t) * h) (ψ : ℝ → ℂ) :
    (interpMatrix N h y *ᵥ gridValues N h ψ) j
      = (1 - (t : ℂ)) * ψ (k * h) + t * ψ ((k + 1) * h) := by
  have hs : y j / h = k + t := by
    rw [hy]
    exact mul_div_cancel_right₀ _ hh.ne'
  simp only [mulVec, dotProduct, interpMatrix, Matrix.of_apply, hs, gridValues]
  -- only the two ends of the cell contribute
  rw [Fintype.sum_eq_add (⟨k, by omega⟩ : Fin (N + 1)) ⟨k + 1, by omega⟩ (by simp) ?_]
  · have h1 : hat ((k : ℝ) + t - (k : ℝ)) = 1 - t := by
      unfold hat
      rw [add_sub_cancel_left, abs_of_nonneg ht0, max_eq_right (show (0 : ℝ) ≤ 1 - t by linarith)]
    have h2 : hat ((k : ℝ) + t - ((k + 1 : ℕ) : ℝ)) = t := by
      unfold hat
      rw [show (k : ℝ) + t - ((k + 1 : ℕ) : ℝ) = -(1 - t) by push_cast; ring, abs_neg,
        abs_of_nonneg (show (0 : ℝ) ≤ 1 - t by linarith),
        max_eq_right (show (0 : ℝ) ≤ 1 - (1 - t) by linarith)]
      ring
    simp only [h1, h2]
    push_cast
    ring
  · rintro i ⟨hi1, hi2⟩
    have hik : (i : ℕ) ≠ k := fun e => hi1 (Fin.ext e)
    have hik' : (i : ℕ) ≠ k + 1 := fun e => hi2 (Fin.ext e)
    have hz : hat ((k : ℝ) + t - ((i : ℕ) : ℝ)) = 0 := by
      unfold hat
      apply max_eq_left
      rcases lt_or_gt_of_ne hik with hlt | hgt
      · have hc : ((i : ℕ) : ℝ) + 1 ≤ k := by exact_mod_cast hlt
        linarith [le_abs_self ((k : ℝ) + t - ((i : ℕ) : ℝ))]
      · have hn : k + 2 ≤ (i : ℕ) := by omega
        have hc : (k : ℝ) + 2 ≤ ((i : ℕ) : ℝ) := by exact_mod_cast hn
        linarith [neg_le_abs ((k : ℝ) + t - ((i : ℕ) : ℝ))]
    simp only [hz, Complex.ofReal_zero, zero_mul]
```

At h = 0 the quotients y_j/h and h'/h have no meaning, and the weights lose their content. For h < 0 the coarse points would run to the left and their range would be [Nh, 0]; taking h > 0 fixes the direction.

## Bounded curvature of the orbital

M measures how sharply the orbital bends between coarse points. The theorem takes `ψ'` and `ψ''` as functions linked by `HasDerivAt` on the closed range; ψ'' need not be continuous.

Take first a real function g with g'' ≤ K on [a, a + h]. Then f(x) = Kx²/2 − g(x) has f'' ≥ 0, so it is convex and

f(a + th) ≤ (1 − t)f(a) + t f(a + h).

Rearranging gives

(1 − t)g(a) + t g(a + h) − g(a + th) ≤ (K/2)[(1 − t)a² + t(a + h)² − (a + th)²] = (K/2) t(1 − t)h².

`chord_sub_le` follows the same route: it obtains `ConvexOn` from the second derivative, and `nlinarith` does the rearrangement.

```lean
/-- If a real function has second derivative at most `K` on a cell of length `h`, its chord
exceeds it by at most `K t (1 - t) h² / 2` at the fraction `t` of the cell. -/
theorem chord_sub_le {a K : ℝ} (hh : 0 < h) (ht0 : 0 ≤ t) (ht1 : t ≤ 1) {g g' g'' : ℝ → ℝ}
    (hg : ∀ x ∈ Icc a (a + h), HasDerivAt g (g' x) x)
    (hg' : ∀ x ∈ Icc a (a + h), HasDerivAt g' (g'' x) x)
    (hK : ∀ x ∈ Icc a (a + h), g'' x ≤ K) :
    (1 - t) * g a + t * g (a + h) - g (a + t * h) ≤ K / 2 * (t * (1 - t) * h ^ 2) := by
  -- subtracting `g` from a parabola of curvature `K` leaves a convex function
  have hc : ConvexOn ℝ (Icc a (a + h)) (fun x => K / 2 * x ^ 2 - g x) := by
    refine convexOn_of_hasDerivWithinAt2_nonneg (convex_Icc _ _)
      (f' := fun x => K * x - g' x) (f'' := fun x => K - g'' x) ?_ ?_ ?_ ?_
    · intro x hx
      exact ((continuous_const.mul (continuous_pow 2)).continuousAt.sub
        (hg x hx).continuousAt).continuousWithinAt
    · intro x hx
      have h2 : HasDerivAt (fun x : ℝ => x ^ 2) (2 * x) x := by
        simpa using hasDerivAt_pow 2 x
      exact (((h2.const_mul (K / 2)).fun_sub (hg x (interior_subset hx))).congr_deriv
        (by ring)).hasDerivWithinAt
    · intro x hx
      exact ((((hasDerivAt_id' x).const_mul K).fun_sub
        (hg' x (interior_subset hx))).congr_deriv (by ring)).hasDerivWithinAt
    · intro x hx
      exact sub_nonneg.mpr (hK x (interior_subset hx))
  have key := hc.2 (left_mem_Icc.mpr (by linarith)) (right_mem_Icc.mpr (by linarith))
    (sub_nonneg.mpr ht1) ht0 (by ring)
  simp only [smul_eq_mul] at key
  rw [show (1 - t) * a + t * (a + h) = a + t * h by ring] at key
  nlinarith [key]
```

For complex ψ, let E be the chord value minus ψ(a + th), and apply the real bound to g = Re(E*ψ). Its second derivative is at most |E|M, and its own chord error is Re(E*E) = |E|². Since t(1 − t) ≤ 1/4,

|E|² ≤ |E| M t(1 − t)h²/2 ≤ |E| h²M/8.

If E ≠ 0, divide by |E|; if E = 0 there is nothing to show. Bounding the real and imaginary parts separately by M would cost a factor √2. In `cell_error`, `hsq` is the identity for |E|², `hb` is the bound on t(1 − t), and the final case split is the division.

```lean
/-- On a cell of length `h` where a complex orbital has `|ψ''| ≤ M`, linear interpolation
between the ends of the cell errs by at most `h² M / 8`. -/
theorem cell_error {a : ℝ} (hh : 0 < h) (ht0 : 0 ≤ t) (ht1 : t ≤ 1) {ψ ψ' ψ'' : ℝ → ℂ}
    (hψ : ∀ x ∈ Icc a (a + h), HasDerivAt ψ (ψ' x) x)
    (hψ' : ∀ x ∈ Icc a (a + h), HasDerivAt ψ' (ψ'' x) x)
    (hM : ∀ x ∈ Icc a (a + h), ‖ψ'' x‖ ≤ M) :
    ‖(1 - (t : ℂ)) * ψ a + t * ψ (a + h) - ψ (a + t * h)‖ ≤ h ^ 2 * M / 8 := by
  have hM0 : 0 ≤ M := (norm_nonneg _).trans (hM a (left_mem_Icc.mpr (by linarith)))
  obtain ⟨E, hE⟩ : ∃ E, E = (1 - (t : ℂ)) * ψ a + t * ψ (a + h) - ψ (a + t * h) := ⟨_, rfl⟩
  rw [← hE]
  -- project the orbital on the phase of its own interpolation error
  have key := chord_sub_le (K := ‖E‖ * M) hh ht0 ht1
    (g := fun x => (star E * ψ x).re) (g' := fun x => (star E * ψ' x).re)
    (g'' := fun x => (star E * ψ'' x).re)
    (fun x hx => Complex.reCLM.hasFDerivAt.comp_hasDerivAt x ((hψ x hx).const_mul (star E)))
    (fun x hx => Complex.reCLM.hasFDerivAt.comp_hasDerivAt x ((hψ' x hx).const_mul (star E)))
    (fun x hx => (Complex.re_le_norm _).trans (by
      rw [norm_mul, norm_star]
      exact mul_le_mul_of_nonneg_left (hM x hx) (norm_nonneg _)))
  have hre : E.re = (1 - t) * (ψ a).re + t * (ψ (a + h)).re - (ψ (a + t * h)).re := by
    rw [hE]; simp
  have him : E.im = (1 - t) * (ψ a).im + t * (ψ (a + h)).im - (ψ (a + t * h)).im := by
    rw [hE]; simp
  have hsq : (1 - t) * (star E * ψ a).re + t * (star E * ψ (a + h)).re
      - (star E * ψ (a + t * h)).re = ‖E‖ ^ 2 := by
    rw [Complex.sq_norm, Complex.normSq_apply]
    simp only [Complex.mul_re, Complex.star_def, Complex.conj_re, Complex.conj_im]
    linear_combination (-E.re) * hre - E.im * him
  have hb : t * (1 - t) * h ^ 2 ≤ h ^ 2 / 4 := by
    nlinarith [mul_nonneg (sq_nonneg (2 * t - 1)) (sq_nonneg h)]
  have hb' := mul_le_mul_of_nonneg_left hb (show 0 ≤ ‖E‖ * M / 2 by positivity)
  rcases (norm_nonneg E).eq_or_lt with h0 | hpos
  · rw [← h0]; positivity
  · refine le_of_mul_le_mul_left ?_ hpos
    simp only [hsq] at key
    nlinarith [key, hb']
```

A curvature bound at all but one point is not enough. The function |x − h/2| has zero second derivative away from its kink, yet its chord over [0, h] misses the value at h/2 by h/2. The cusp of an all-electron s orbital at a nucleus is such a kink; a smooth pseudo-orbital has none.

## Fine points inside the coarse range

The hypothesis that every y_j lies in [0, Nh] says that the coarse grid reaches at least as far as the fine points on both sides. The derivation uses this to place each y_j in a cell. For N ≥ 1, take k as the integer part of y_j/h and t as the remainder; at the right end, y_j = Nh, take k = N − 1 and t = 1. For N = 0 the range is the single point 0, and interpolation there is exact. `interp_error` makes the same three-way distinction, then applies the cell bound.

```lean
/-- At a fine point inside the range of the coarse grid, the interpolated orbital differs from
the true one by at most `h² M / 8` if `|ψ''| ≤ M` on that range. -/
theorem interp_error (hh : 0 < h) (y : ι → ℝ) (j : ι) (hy : y j ∈ Icc 0 (N * h))
    {ψ ψ' ψ'' : ℝ → ℂ} (hψ : ∀ x ∈ Icc 0 (N * h), HasDerivAt ψ (ψ' x) x)
    (hψ' : ∀ x ∈ Icc 0 (N * h), HasDerivAt ψ' (ψ'' x) x)
    (hM : ∀ x ∈ Icc 0 (N * h), ‖ψ'' x‖ ≤ M) :
    ‖(interpMatrix N h y *ᵥ gridValues N h ψ) j - ψ (y j)‖ ≤ h ^ 2 * M / 8 := by
  have hM0 : 0 ≤ M := (norm_nonneg _).trans (hM _ hy)
  rcases Nat.eq_zero_or_pos N with hN | hN
  · -- a single coarse point: the fine point coincides with it
    subst hN
    have hy0 : y j = 0 := le_antisymm (by simpa using hy.2) hy.1
    have e : (interpMatrix 0 h y *ᵥ gridValues 0 h ψ) j = ψ (y j) := by
      simp [interpMatrix, gridValues, hat, mulVec, dotProduct, hy0]
    rw [e, sub_self, norm_zero]
    positivity
  · -- locate the cell that contains the fine point
    obtain ⟨k, hk, t, ht0, ht1, hyt⟩ :
        ∃ k : ℕ, k < N ∧ ∃ t : ℝ, 0 ≤ t ∧ t ≤ 1 ∧ y j = (k + t) * h := by
      have hs0 : 0 ≤ y j / h := div_nonneg hy.1 hh.le
      have hsN : y j / h ≤ N := (div_le_iff₀ hh).mpr hy.2
      have hys : y j = y j / h * h := (div_mul_cancel₀ _ hh.ne').symm
      rcases hsN.lt_or_eq with hlt | heq
      · refine ⟨⌊y j / h⌋₊, (Nat.floor_lt hs0).mpr hlt, y j / h - ⌊y j / h⌋₊,
          sub_nonneg.mpr (Nat.floor_le hs0), ?_, ?_⟩
        · linarith [Nat.lt_floor_add_one (y j / h)]
        · rw [add_sub_cancel]; exact hys
      · refine ⟨N - 1, by omega, 1, zero_le_one, le_rfl, ?_⟩
        rw [Nat.cast_sub hN, Nat.cast_one, sub_add_cancel, ← heq]
        exact hys
    have hsub : ∀ x ∈ Icc ((k : ℝ) * h) (k * h + h), x ∈ Icc 0 (N * h) := by
      intro x hx
      have hkN : (k : ℝ) + 1 ≤ N := by exact_mod_cast hk
      have h1 := mul_le_mul_of_nonneg_right hkN hh.le
      have h2 : 0 ≤ (k : ℝ) * h := by positivity
      exact ⟨h2.trans hx.1, by linarith [hx.2]⟩
    have key := cell_error hh ht0 ht1 (fun x hx => hψ x (hsub x hx))
      (fun x hx => hψ' x (hsub x hx)) (fun x hx => hM x (hsub x hx))
    rw [interp_apply hh y j k hk ht0 ht1 hyt, hyt,
      show ((k : ℝ) + 1) * h = k * h + h by ring, show ((k : ℝ) + t) * h = k * h + t * h by ring]
    exact key
```

Without this condition the bound fails even for the constant orbital ψ = 1, which has M = 0. Outside the range the row of I sums to less than 1, so a single outside point with h'b_j ≠ 0 leaves a nonzero error.

## No condition on the projector values

The b_j are arbitrary complex numbers. The atom may therefore sit anywhere relative to the coarse points, and for a given orbital and given fine points R enters the bound only through Σ_j |b_j|. Smoothness of the projector is not needed because transposition moves the interpolation onto the orbital:

h Σ_i w_i ψ(x_i) = h' Σ_i Σ_j I_ji b_j ψ(x_i) = h' Σ_j b_j (Iψ)_j,

where (Iψ)_j = Σ_i I_ji ψ(x_i). `coarse_sum_eq` proves this by matrix algebra, cancelling h against the 1/h in the weights.

```lean
variable [Fintype ι]

/-- For nonzero coarse spacing, the coarse sum with Ono-Hirose weights equals the fine-grid sum
of the projector values with the interpolated orbital. -/
theorem coarse_sum_eq (hh : h ≠ 0) (h' : ℝ) (y : ι → ℝ) (b : ι → ℂ) (ψ : ℝ → ℂ) :
    (h : ℂ) * ∑ i, weights N h h' y b i * gridValues N h ψ i
      = h' * ∑ j, b j * (interpMatrix N h y *ᵥ gridValues N h ψ) j := by
  have hc : (h : ℂ) ≠ 0 := Complex.ofReal_ne_zero.mpr hh
  change (h : ℂ) * (weights N h h' y b ⬝ᵥ gridValues N h ψ)
    = h' * (b ⬝ᵥ (interpMatrix N h y *ᵥ gridValues N h ψ))
  rw [weights, smul_dotProduct, Matrix.mulVec_transpose, Matrix.dotProduct_mulVec,
    smul_eq_mul, ← mul_assoc, mul_div_cancel₀ _ hc]
```

## Nonnegative quadrature weight h'

The weight h' is the length assigned to each fine point. Subtracting the fine-grid sum from the identity above leaves

h' Σ_j b_j [(Iψ)_j − ψ(y_j)].

The triangle inequality and the bound h²M/8 on each bracket give the theorem. The condition h' ≥ 0 lets h' come out of the absolute value unchanged, which is `Real.norm_of_nonneg` in the proof.

```lean
/-- Double-grid error bound: for spacing `h > 0`, quadrature weight `h' ≥ 0`, fine points in the
range of the coarse grid and an orbital with `|ψ''| ≤ M` there, the coarse sum with Ono-Hirose
weights differs from the fine-grid sum by at most `(h² M / 8) h' ∑ |b j|`, whatever the projector
values `b`. -/
theorem double_grid_error {h' : ℝ} (hh : 0 < h) (hh' : 0 ≤ h') (y : ι → ℝ)
    (hy : ∀ j, y j ∈ Icc 0 (N * h)) (b : ι → ℂ)
    {ψ ψ' ψ'' : ℝ → ℂ} (hψ : ∀ x ∈ Icc 0 (N * h), HasDerivAt ψ (ψ' x) x)
    (hψ' : ∀ x ∈ Icc 0 (N * h), HasDerivAt ψ' (ψ'' x) x)
    (hM : ∀ x ∈ Icc 0 (N * h), ‖ψ'' x‖ ≤ M) :
    ‖(h : ℂ) * ∑ i, weights N h h' y b i * gridValues N h ψ i - h' * ∑ j, b j * ψ (y j)‖
      ≤ h ^ 2 * M / 8 * (h' * ∑ j, ‖b j‖) := by
  rw [coarse_sum_eq hh.ne', ← mul_sub, ← Finset.sum_sub_distrib, norm_mul, Complex.norm_real,
    Real.norm_of_nonneg hh']
  calc h' * ‖∑ j, (b j * (interpMatrix N h y *ᵥ gridValues N h ψ) j - b j * ψ (y j))‖
      ≤ h' * ∑ j, ‖b j‖ * (h ^ 2 * M / 8) := by
        refine mul_le_mul_of_nonneg_left ?_ hh'
        refine (norm_sum_le _ _).trans (Finset.sum_le_sum fun j _ => ?_)
        rw [← mul_sub, norm_mul]
        exact mul_le_mul_of_nonneg_left (interp_error hh y j (hy j) hψ hψ' hM) (norm_nonneg _)
    _ = h ^ 2 * M / 8 * (h' * ∑ j, ‖b j‖) := by
        rw [← Finset.sum_mul]
        ring
```

For h' < 0 the right-hand side is negative whenever M > 0 and some b_j ≠ 0, so the inequality fails; with |h'| in its place it would hold again.

## Zero and constant curvature

For an affine orbital c₀ + c₁x the curvature is zero. `affine_exact` applies `interp_error` with M = 0, so each interpolation error vanishes and the two sums agree.

```lean
/-- For spacing `h > 0`, an affine orbital and fine points in the range of the coarse grid, the
coarse sum with Ono-Hirose weights equals the fine-grid sum. -/
theorem affine_exact (hh : 0 < h) (h' : ℝ) (y : ι → ℝ) (hy : ∀ j, y j ∈ Icc 0 (N * h))
    (b : ι → ℂ) (c₀ c₁ : ℂ) :
    (h : ℂ) * ∑ i, weights N h h' y b i * gridValues N h (fun x => c₀ + c₁ * (x : ℂ)) i
      = h' * ∑ j, b j * (c₀ + c₁ * (y j : ℂ)) := by
  rw [coarse_sum_eq hh.ne']
  congr 1
  refine Finset.sum_congr rfl fun j _ => ?_
  -- the curvature bound is zero, so the interpolation error vanishes
  have key := interp_error (M := 0) hh y j (hy j) (ψ := fun x => c₀ + c₁ * (x : ℂ))
    (ψ' := fun _ => c₁) (ψ'' := fun _ => 0)
    (fun x _ => (((hasDerivAt_id' x).ofReal_comp.const_mul c₁).const_add c₀).congr_deriv
      (by simp))
    (fun x _ => hasDerivAt_const x c₁) (fun _ _ => by simp)
  rw [mul_zero, zero_div] at key
  rw [sub_eq_zero.mp (norm_le_zero_iff.mp key)]
```

For ψ = Mx²/2 and fine points at cell midpoints, t = 1/2 and each chord lies above the parabola by (M/2)(1/4)h² = h²M/8. `midpoint_error` inserts this into the transposed sum.

```lean
/-- For the parabola `ψ = M x² / 2` and fine points at midpoints of coarse cells, the coarse sum
minus the fine-grid sum is exactly `(h² M / 8) h' ∑ b j`. -/
theorem midpoint_error (hh : 0 < h) (h' M : ℝ) (y : ι → ℝ) (k : ι → ℕ) (hk : ∀ j, k j < N)
    (hy : ∀ j, y j = (k j + 1 / 2) * h) (b : ι → ℂ) :
    (h : ℂ) * ∑ i, weights N h h' y b i * gridValues N h (fun x => (M : ℂ) / 2 * (x : ℂ) ^ 2) i
      - h' * ∑ j, b j * ((M : ℂ) / 2 * (y j : ℂ) ^ 2)
      = (h : ℂ) ^ 2 * M / 8 * (h' * ∑ j, b j) := by
  have e : ∀ j, (interpMatrix N h y *ᵥ gridValues N h (fun x => (M : ℂ) / 2 * (x : ℂ) ^ 2)) j
      = (M : ℂ) / 2 * (y j : ℂ) ^ 2 + (h : ℂ) ^ 2 * M / 8 := by
    intro j
    rw [interp_apply hh y j (k j) (hk j) (by norm_num) (by norm_num) (hy j), hy j]
    push_cast
    ring
  rw [coarse_sum_eq hh.ne']
  simp only [e, mul_add, Finset.sum_add_distrib, ← Finset.sum_mul]
  ring

end

end OnoHiroseDoubleGrid
```

With M and h' positive, and the b_j nonnegative and not all zero, this error equals the bound, so the constant 1/8 cannot be lowered.

```lean
#print axioms OnoHiroseDoubleGrid.double_grid_error
#print axioms OnoHiroseDoubleGrid.affine_exact
#print axioms OnoHiroseDoubleGrid.midpoint_error
```

```
'OnoHiroseDoubleGrid.double_grid_error' depends on axioms: [propext, Classical.choice, Quot.sound]
'OnoHiroseDoubleGrid.affine_exact' depends on axioms: [propext, Classical.choice, Quot.sound]
'OnoHiroseDoubleGrid.midpoint_error' depends on axioms: [propext, Classical.choice, Quot.sound]
```
